# For spin at least 1/2 and real $g$, $J_x+\mathrm{i}gJ_y$ is diagonalizable with real eigenvalues exactly when $|g|<1$

Does a spin with the non-Hermitian Hamiltonian $J_x+\mathrm{i}gJ_y$ still have real energies and enough eigenstates to span its state space? The eigenvectors of a non-Hermitian matrix need not be orthogonal, so "diagonalizable" here means similarity to a diagonal matrix through any invertible matrix, unitary or not.

## A spin with gain and loss

The real number $g$ measures the anti-Hermitian part of the Hamiltonian against the Hermitian part. A rotation about the $x$ axis turns $J_y$ into $J_z$. For spin 1/2 this gives two coupled levels, one with gain and the other with equal loss, and $g$ is the ratio of the gain-loss strength to the coupling.

If the Hamiltonian is diagonalizable with real eigenvalues, its time evolution stays bounded, although for $g\neq0$ and spin at least 1/2 it is not unitary. The result locates this regime in one model, a single finite spin with one real parameter. That an open system is described by such a Hamiltonian at all is a physical assumption that the theorem does not address. In particular, neglecting the quantum jumps of a decaying system leaves a Hamiltonian with loss only, and the form with balanced gain and loss can appear there only after a uniform decay term $-\mathrm{i}\gamma\mathbb 1$ with $\gamma>0$, which shifts every eigenvalue by $-\mathrm{i}\gamma$, has been split off.

## Matrices and conventions

The spin is $n/2$, so $n$ is twice the usual spin quantum number, and $\hbar=1$. The basis index $i=0,\dots,n$ stands for $m=n/2-i$, counted down from the highest state. The upright $\mathrm{i}$ is the imaginary unit, written `I` in Lean. The only nonzero entries of the raising operator are

$$(J_+)_{i,i+1}=\sqrt{(i+1)(n-i)},$$

and $J_-=J_+^\dagger$. In Lean these are `raise n` and `lower n`. The usual combinations $J_x=(J_++J_-)/2$ and $J_y=(J_+-J_-)/(2\mathrm{i})$ are `spinX n` and `spinY n`, and the Hamiltonian $H=J_x+\mathrm{i}gJ_y$ is `ham n g`.

`DiagonalizedBy M d` says that $M=PDQ$ with $PQ=1$, where $D$ is the diagonal matrix with complex entries $d_k$. Since the matrices are square, $Q=P^{-1}$. `IsEigenvalue M μ` says that $Mv=\mu v$ for some nonzero vector $v$.

The theorem `diagonalizable_real_iff` then reads: for $n\ge 1$ and real $g$, some $d$ diagonalizes $H$ and every eigenvalue of $H$ has zero imaginary part, if and only if $|g|<1$. Beyond their being real for $|g|<1$, it makes no statement about the values of the eigenvalues. For $|g|\ge1$ it says that the two properties do not hold together, without saying which one fails.

## Below the threshold: a rescaled $J_x$

Inserting the definitions gives the ladder form

$$H=\frac{1+g}{2}J_++\frac{1-g}{2}J_-.$$

Let $|g|<1$ and put $s=\sqrt{1-g^2}$, $r=s/(1+g)$ and $t=1/r$. All three are positive. Let $S$ be the diagonal matrix with entries $r^i$, and $T=S^{-1}$ the one with entries $t^i$. This is a rotation about the $z$ axis by an imaginary angle, up to a scalar factor. Since $(SAT)_{ij}=r^i t^j A_{ij}$ for any matrix $A$, and $J_+$ lives on $j=i+1$ while $J_-$ lives on $i=j+1$,

$$SJ_+T=tJ_+,\qquad SJ_-T=rJ_-.$$

Therefore

$$S(sJ_x)T=\frac{st}{2}J_++\frac{sr}{2}J_-=\frac{1+g}{2}J_++\frac{1-g^2}{2(1+g)}J_-=H.$$

The matrix $sJ_x$ is Hermitian, so it is diagonalizable with real diagonal entries, and $H$ inherits both properties by similarity.

These diagonal entries are all the eigenvalues. If $H=PDQ$ and $Hv=\mu v$, then $w=Qv$ satisfies $(d_k-\mu)w_k=0$ for every $k$. If $\mu$ differed from every $d_k$, then $w=0$ and $v=Pw=0$. Conversely, the $k$-th column of $P$ is a nonzero eigenvector with eigenvalue $d_k$.

## At and above the threshold: a trace

Write $a=(J_+)_{ij}$ and $b=(J_+)_{ji}$. Both are real, and $ab=0$ because $J_+$ never connects two states in both directions. Hence

$$H_{ij}H_{ji}=\frac{1-g^2}{4}(a^2+b^2)=(1-g^2)\,|(J_x)_{ij}|^2,$$

and summing over $i$ and $j$ gives

$$\operatorname{Tr}H^2=(1-g^2)\sum_{i,j}|(J_x)_{ij}|^2 .$$

Suppose now that $H=PDQ$ with all $d_k$ real, and that $|g|\ge1$. Then $H^2=PD^2Q$, and the cyclic property of the trace gives $\operatorname{Tr}H^2=\sum_k d_k^2\ge0$. The formula above gives $\operatorname{Tr}H^2\le0$. So every $d_k$ vanishes, and $H=0$. But for $n\ge1$

$$H_{01}+H_{10}=\frac{1+g}{2}\sqrt n+\frac{1-g}{2}\sqrt n=\sqrt n\neq0,$$

which is a contradiction.

## Spin one half, and spin zero

For $n=1$,

$$H=\frac12\begin{pmatrix}0&1+g\\1-g&0\end{pmatrix},\qquad H^2=\frac{1-g^2}{4}\,\mathbb 1 .$$

The eigenvalues are $\pm\tfrac12\sqrt{1-g^2}$ for $|g|<1$ and $\pm\tfrac{\mathrm{i}}2\sqrt{g^2-1}$ for $|g|>1$. At $g=1$ the matrix is $J_+$, whose only eigenvalue is $0$ and whose eigenvectors span a single direction. This is an exceptional point: the spectrum is real there, and diagonalizability is what fails. The same happens at $g=-1$, where the matrix is $J_-$.

The condition $n\ge1$ excludes spin zero. For $n=0$ the Hamiltonian is the $1\times1$ zero matrix, which is diagonal with the real eigenvalue $0$ even at $g=2$, so the "only if" direction fails.

## The Lean file

```lean
import Mathlib

open Matrix
open Complex (I)

namespace NonHermitianSpin

noncomputable section

/-- The raising operator `J₊` of spin `n/2`; the basis index `i` stands for `m = n/2 - i`. -/
def raise (n : ℕ) : Matrix (Fin (n + 1)) (Fin (n + 1)) ℂ :=
  Matrix.of fun i j => ((if (j : ℕ) = (i : ℕ) + 1 then
    √((((i : ℕ) : ℝ) + 1) * ((n : ℝ) - ((i : ℕ) : ℝ))) else 0 : ℝ) : ℂ)

/-- The lowering operator `J₋`, the adjoint of `J₊`. -/
def lower (n : ℕ) : Matrix (Fin (n + 1)) (Fin (n + 1)) ℂ := (raise n)ᴴ

/-- `Jx = (J₊ + J₋) / 2`. -/
def spinX (n : ℕ) : Matrix (Fin (n + 1)) (Fin (n + 1)) ℂ := (1 / 2 : ℂ) • (raise n + lower n)

/-- `Jy = (J₊ - J₋) / (2i)`. -/
def spinY (n : ℕ) : Matrix (Fin (n + 1)) (Fin (n + 1)) ℂ := (-I / 2) • (raise n - lower n)

/-- The spin Hamiltonian `Jx + i g Jy`, with real `g`. -/
def ham (n : ℕ) (g : ℝ) : Matrix (Fin (n + 1)) (Fin (n + 1)) ℂ := spinX n + (I * g) • spinY n

/-- `M` is similar to the diagonal matrix with entries `d`. -/
def DiagonalizedBy {N : ℕ} (M : Matrix (Fin N) (Fin N) ℂ) (d : Fin N → ℂ) : Prop :=
  ∃ P Q : Matrix (Fin N) (Fin N) ℂ, P * Q = 1 ∧ M = P * diagonal d * Q

/-- `μ` is an eigenvalue of `M`: some nonzero vector satisfies `M v = μ v`. -/
def IsEigenvalue {N : ℕ} (M : Matrix (Fin N) (Fin N) ℂ) (μ : ℂ) : Prop :=
  ∃ v : Fin N → ℂ, v ≠ 0 ∧ M *ᵥ v = μ • v

/-- In ladder form, `Jx + i g Jy = (1+g)/2 J₊ + (1-g)/2 J₋`. -/
theorem ham_eq (n : ℕ) (g : ℝ) :
    ham n g = ((1 + g) / 2 : ℂ) • raise n + ((1 - g) / 2 : ℂ) • lower n := by
  ext i j
  simp only [ham, spinX, spinY, Matrix.add_apply, Matrix.sub_apply, Matrix.smul_apply,
    smul_eq_mul]
  linear_combination (-(g / 2 : ℂ) * (raise n i j - lower n i j)) * Complex.I_sq

/-- The eigenvalues of a diagonalized matrix are exactly its diagonal entries. -/
theorem isEigenvalue_iff {N : ℕ} {M : Matrix (Fin N) (Fin N) ℂ} {d : Fin N → ℂ}
    (h : DiagonalizedBy M d) (μ : ℂ) : IsEigenvalue M μ ↔ ∃ k, d k = μ := by
  obtain ⟨P, Q, hPQ, rfl⟩ := h
  have hQP : Q * P = 1 := mul_eq_one_comm.mp hPQ
  constructor
  · rintro ⟨v, hv, he⟩
    by_contra! hne
    have e : Q * (P * diagonal d * Q) = diagonal d * Q := by
      calc Q * (P * diagonal d * Q) = (Q * P) * diagonal d * Q := by simp only [mul_assoc]
        _ = diagonal d * Q := by rw [hQP, one_mul]
    have hw : diagonal d *ᵥ (Q *ᵥ v) = μ • (Q *ᵥ v) := by
      rw [Matrix.mulVec_mulVec, ← e, ← Matrix.mulVec_mulVec, he, Matrix.mulVec_smul]
    have hz : Q *ᵥ v = 0 := by
      funext k
      have hk := congrFun hw k
      simp only [Matrix.mulVec_diagonal, Pi.smul_apply, smul_eq_mul] at hk
      have h0 : (d k - μ) * (Q *ᵥ v) k = 0 := by linear_combination hk
      exact (mul_eq_zero.mp h0).resolve_left (sub_ne_zero.mpr (hne k))
    apply hv
    rw [← Matrix.one_mulVec v, ← hPQ, ← Matrix.mulVec_mulVec, hz, Matrix.mulVec_zero]
  · rintro ⟨k, rfl⟩
    refine ⟨P *ᵥ Pi.single k 1, fun h0 => ?_, ?_⟩
    · have h1 : (Q * P) *ᵥ (Pi.single k 1 : Fin N → ℂ) = 0 := by
        rw [← Matrix.mulVec_mulVec, h0, Matrix.mulVec_zero]
      rw [hQP, Matrix.one_mulVec] at h1
      simpa using congrFun h1 k
    · have hD : diagonal d *ᵥ (Pi.single k 1 : Fin N → ℂ) = d k • Pi.single k 1 := by
        funext i
        rw [Matrix.mulVec_diagonal]
        by_cases hi : i = k
        · subst hi
          simp
        · simp [hi]
      calc (P * diagonal d * Q) *ᵥ (P *ᵥ Pi.single k 1)
          = P *ᵥ (diagonal d *ᵥ ((Q * P) *ᵥ Pi.single k 1)) := by
            simp only [Matrix.mulVec_mulVec, mul_assoc]
        _ = d k • (P *ᵥ Pi.single k 1) := by
            rw [hQP, Matrix.one_mulVec, hD, Matrix.mulVec_smul]

/-- For `|g| < 1`, `Jx + i g Jy` is similar to a real diagonal matrix. -/
theorem real_phase (n : ℕ) {g : ℝ} (hg : |g| < 1) :
    ∃ d : Fin (n + 1) → ℝ, DiagonalizedBy (ham n g) (fun k => (d k : ℂ)) := by
  obtain ⟨hl, hu⟩ := abs_lt.mp hg
  have hpos : 0 < 1 - g ^ 2 := by nlinarith
  obtain ⟨s, hs0, hs⟩ : ∃ s : ℝ, s ≠ 0 ∧ s ^ 2 = 1 - g ^ 2 :=
    ⟨√(1 - g ^ 2), (Real.sqrt_pos.mpr hpos).ne', Real.sq_sqrt hpos.le⟩
  have hs' : (s : ℂ) ^ 2 = 1 - (g : ℂ) ^ 2 := by exact_mod_cast hs
  have hsc : (s : ℂ) ≠ 0 := by exact_mod_cast hs0
  have hgc : (1 + g : ℂ) ≠ 0 := by exact_mod_cast (by linarith : (0 : ℝ) < 1 + g).ne'
  obtain ⟨r, t, hrt, e1, e2⟩ : ∃ r t : ℂ, r * t = 1 ∧ (s : ℂ) / 2 * t = (1 + g) / 2 ∧
      (s : ℂ) / 2 * r = (1 - g) / 2 :=
    ⟨s / (1 + g), (1 + g) / s, by field_simp, by field_simp, by
      field_simp
      linear_combination hs'⟩
  have hpow : ∀ k : ℕ, r ^ k * t ^ k = 1 := fun k => by rw [← mul_pow, hrt, one_pow]
  -- the spectral theorem for the Hermitian matrix `J₊ + J₋`
  have hA : (raise n + lower n).IsHermitian := by simp [Matrix.IsHermitian, lower, add_comm]
  obtain ⟨U, V, d, hUV, h⟩ : ∃ (U V : Matrix (Fin (n + 1)) (Fin (n + 1)) ℂ)
      (d : Fin (n + 1) → ℝ), U * V = 1 ∧
        raise n + lower n = U * diagonal (fun k => (d k : ℂ)) * V := by
    refine ⟨hA.eigenvectorUnitary, star (hA.eigenvectorUnitary : Matrix _ _ ℂ),
      hA.eigenvalues, Unitary.coe_mul_star_self _, ?_⟩
    have h := hA.spectral_theorem
    rw [Unitary.conjStarAlgAut_apply] at h
    exact h
  -- an imaginary rotation about the z axis carries `s / 2` times this matrix to the Hamiltonian
  let S : Matrix (Fin (n + 1)) (Fin (n + 1)) ℂ := diagonal fun i => r ^ (i : ℕ)
  let T : Matrix (Fin (n + 1)) (Fin (n + 1)) ℂ := diagonal fun i => t ^ (i : ℕ)
  have hST : S * T = 1 := by
    simp only [S, T, Matrix.diagonal_mul_diagonal, hpow, Matrix.diagonal_one]
  have hS : ham n g = S * ((s / 2 : ℂ) • (raise n + lower n)) * T := by
    rw [ham_eq]
    ext i j
    simp only [S, T, Matrix.mul_diagonal, Matrix.diagonal_mul, Matrix.add_apply,
      Matrix.smul_apply, smul_eq_mul]
    by_cases h1 : (j : ℕ) = (i : ℕ) + 1
    · have h2 : ¬ (i : ℕ) = (j : ℕ) + 1 := by omega
      have hl : lower n i j = 0 := by simp [lower, raise, h2]
      rw [hl, h1]
      linear_combination (-(s / 2 * t * raise n i j)) * hpow i - raise n i j * e1
    · have hr : raise n i j = 0 := by simp [raise, h1]
      by_cases h2 : (i : ℕ) = (j : ℕ) + 1
      · rw [hr, h2]
        linear_combination (-(s / 2 * r * lower n i j)) * hpow j - lower n i j * e2
      · have hl : lower n i j = 0 := by simp [lower, raise, h2]
        rw [hr, hl]
        ring
  refine ⟨fun k => s / 2 * d k, S * U, V * T, ?_, ?_⟩
  · calc S * U * (V * T) = S * (U * V) * T := by simp only [mul_assoc]
      _ = 1 := by rw [hUV, mul_one, hST]
  · have hd : diagonal (fun k => ((s / 2 * d k : ℝ) : ℂ)) =
        (s / 2 : ℂ) • diagonal (fun k => (d k : ℂ)) := by
      rw [← Matrix.diagonal_smul]
      congr 1
      funext k
      simp
    rw [hS, h, hd]
    simp only [Matrix.mul_smul, Matrix.smul_mul, Matrix.mul_assoc]

/-- The trace of `(Jx + i g Jy)²` is `1 - g²` times the sum of `|⟨i|Jx|j⟩|²`. -/
theorem trace_ham_sq (n : ℕ) (g : ℝ) : (ham n g * ham n g).trace =
    (((1 - g ^ 2) * ∑ i, ∑ j, ‖spinX n i j‖ ^ 2 : ℝ) : ℂ) := by
  simp only [Matrix.trace, Matrix.diag_apply, Matrix.mul_apply, Finset.mul_sum,
    Complex.ofReal_sum]
  refine Finset.sum_congr rfl fun i _ => Finset.sum_congr rfl fun j _ => ?_
  obtain ⟨a, ha⟩ : ∃ a : ℝ, raise n i j = a := ⟨_, rfl⟩
  obtain ⟨b, hb⟩ : ∃ b : ℝ, raise n j i = b := ⟨_, rfl⟩
  -- `J₊` never connects two states in both directions
  have hab : (a : ℂ) * b = 0 := by
    rw [← ha, ← hb]
    by_cases h : (j : ℕ) = (i : ℕ) + 1
    · have h2 : ¬ (i : ℕ) = (j : ℕ) + 1 := by omega
      simp [raise, h2]
    · simp [raise, h]
  have hX : spinX n i j = (((a + b) / 2 : ℝ) : ℂ) := by
    simp only [spinX, Matrix.smul_apply, Matrix.add_apply, lower, Matrix.conjTranspose_apply,
      ha, hb, Complex.star_def, Complex.conj_ofReal, smul_eq_mul]
    push_cast
    ring
  rw [hX, Complex.norm_real, Real.norm_eq_abs, sq_abs, ham_eq]
  simp only [Matrix.smul_apply, Matrix.add_apply, lower, Matrix.conjTranspose_apply,
    ha, hb, Complex.star_def, Complex.conj_ofReal, smul_eq_mul]
  push_cast
  linear_combination (g : ℂ) ^ 2 * hab

/-- For spin at least one half, `Jx + i g Jy` is never the zero matrix. -/
theorem ham_ne_zero {n : ℕ} (hn : 1 ≤ n) (g : ℝ) : ham n g ≠ 0 := by
  intro h
  rw [ham_eq] at h
  let a : Fin (n + 1) := ⟨0, by omega⟩
  let b : Fin (n + 1) := ⟨1, by omega⟩
  have hab : raise n a b = ((√(n : ℝ) : ℝ) : ℂ) := by simp [raise, a, b]
  have hba : raise n b a = 0 := by simp [raise, a, b]
  have h1 := congrFun (congrFun h a) b
  have h2 := congrFun (congrFun h b) a
  simp only [Matrix.add_apply, Matrix.smul_apply, smul_eq_mul, Matrix.zero_apply, lower,
    Matrix.conjTranspose_apply, hab, hba, star_zero, Complex.star_def,
    Complex.conj_ofReal] at h1 h2
  have h3 : ((√(n : ℝ) : ℝ) : ℂ) = 0 := by linear_combination h1 + h2
  have hn' : (0 : ℝ) < n := by exact_mod_cast hn
  exact (Real.sqrt_pos.mpr hn').ne' (Complex.ofReal_eq_zero.mp h3)

/-- For spin at least one half and real `g`, `Jx + i g Jy` is diagonalizable over the complex
numbers with all eigenvalues real if and only if `|g| < 1`. -/
theorem diagonalizable_real_iff {n : ℕ} (hn : 1 ≤ n) (g : ℝ) :
    ((∃ d, DiagonalizedBy (ham n g) d) ∧ ∀ μ, IsEigenvalue (ham n g) μ → μ.im = 0) ↔
      |g| < 1 := by
  constructor
  · rintro ⟨⟨d, hd⟩, hreal⟩
    have him : ∀ k, (d k).im = 0 := fun k => hreal _ ((isEigenvalue_iff hd _).mpr ⟨k, rfl⟩)
    obtain ⟨P, Q, hPQ, hM⟩ := hd
    have hQP : Q * P = 1 := mul_eq_one_comm.mp hPQ
    have htr : (ham n g * ham n g).trace = ∑ k, d k * d k := by
      have e : ham n g * ham n g = P * (diagonal d * diagonal d) * Q := by
        calc ham n g * ham n g = P * diagonal d * (Q * P) * diagonal d * Q := by
              rw [hM]
              simp only [mul_assoc]
          _ = P * (diagonal d * diagonal d) * Q := by
              rw [hQP, mul_one]
              simp only [mul_assoc]
      rw [e, Matrix.trace_mul_comm, ← mul_assoc, hQP, one_mul, Matrix.diagonal_mul_diagonal,
        Matrix.trace_diagonal]
    have hre := congrArg Complex.re (htr.symm.trans (trace_ham_sq n g))
    simp only [Complex.re_sum, Complex.mul_re, him, mul_zero, sub_zero,
      Complex.ofReal_re] at hre
    by_contra hlt
    have hg : 1 ≤ g ^ 2 := by nlinarith [sq_abs g, not_lt.mp hlt]
    have hS : 0 ≤ ∑ i, ∑ j, ‖spinX n i j‖ ^ 2 := by positivity
    have hle : ∑ k, (d k).re * (d k).re ≤ 0 := by
      rw [hre]
      nlinarith [mul_nonneg (sub_nonneg.mpr hg) hS]
    -- a sum of real squares that is not positive forces every eigenvalue to vanish
    have h0 : d = 0 := by
      funext k
      have hk := Finset.single_le_sum (f := fun k => (d k).re * (d k).re)
        (fun i _ => mul_self_nonneg (d i).re) (Finset.mem_univ k)
      exact Complex.ext (mul_self_eq_zero.mp (le_antisymm (hk.trans hle) (mul_self_nonneg _)))
        (him k)
    apply ham_ne_zero hn g
    rw [hM, h0]
    simp
  · intro hg
    obtain ⟨d, hd⟩ := real_phase n hg
    refine ⟨⟨_, hd⟩, fun μ hμ => ?_⟩
    obtain ⟨k, rfl⟩ := (isEigenvalue_iff hd μ).mp hμ
    exact Complex.ofReal_im _

end

end NonHermitianSpin
```

```lean
#print axioms NonHermitianSpin.diagonalizable_real_iff
-- 'NonHermitianSpin.diagonalizable_real_iff' depends on axioms: [propext, Classical.choice, Quot.sound]
```

## From the ladder form to the equivalence

`ham_eq` proves the ladder form entry by entry, using $\mathrm{i}^2=-1$. `isEigenvalue_iff` identifies the eigenvalues of a diagonalized matrix with its diagonal entries. Its first half is the argument with $w=Qv$, and its second half applies $P$ to the unit vector `Pi.single k 1`.

`real_phase` treats $|g|<1$, for every $n$ including zero. It first produces `s`, `r` and `t` with the relations `e1` and `e2`, which match the coefficients of $J_+$ and $J_-$. Mathlib's spectral theorem is applied to `raise n + lower n`, which is $2J_x$, and this is why the final diagonal entries are `s / 2 * d k`. The step `hS` is the similarity $H=S(sJ_x)T$. It is checked by cases: the entry lies just above the diagonal, just below it, or elsewhere, where both sides vanish. The diagonalizing matrices are then `S * U` and `V * T`.

`trace_ham_sq` is the trace formula. It names the two real entries `a` and `b`, proves their product zero in `hab`, and uses this to remove the cross terms. `ham_ne_zero` adds the two entries of $H$ that link the highest state to the next one, as in the calculation of $H_{01}+H_{10}$.

In `diagonalizable_real_iff`, the forward direction turns the reality of the eigenvalues into `him`, the reality of each $d_k$. The step `htr` computes the trace from the diagonal form, and `hre` equates the real parts of the two expressions for it. Assuming $|g|\ge1$, `hle` bounds the sum of squares by zero. Each square is at most the whole sum, so `h0` gives $d=0$, and `ham_ne_zero` supplies the contradiction. The reverse direction takes the real diagonal form from `real_phase` and uses `isEigenvalue_iff` to conclude that every eigenvalue is one of its entries.
